# An origin shift can move the dipole self-energy levels of QED Hartree–Fock orbitals but not the mean-field self-energy

Run the same molecule in a cavity with two coordinate origins, and QED Hartree–Fock can return the same total energy with different orbital energies. Taken at face value, the difference looks like a cavity effect or a program error. It follows from how the dipole self-energy enters the Fock operator.

## Dipole, density matrix and self-energy

Take a finite orthonormal spin-orbital basis, indexed by `n`, and complex matrices.

In Lean 4 with Mathlib:

```lean
import Mathlib

open Matrix

namespace QEDHartreeFockOrigin

noncomputable section

variable {n : Type*} [Fintype n] [DecidableEq n]
```

Let $d$ be the electronic dipole matrix along the cavity polarisation, with the coupling strength absorbed. Moving the origin adds a real constant $c$ to it: $d\mapsto d+c\,1$.

```lean
/-- The dipole matrix after a displacement of the origin that adds the real constant `c`. -/
def shift (d : Matrix n n ℂ) (c : ℝ) : Matrix n n ℂ := d + (c : ℂ) • 1
```

For a density matrix $P$, the self-energy part of the Fock operator is $F(d)=\tfrac12d^2-dPd$. Here $d^2$ is the matrix product in the chosen basis, not a separate set of quadrupole integrals.

```lean
/-- The dipole self-energy part of the Fock operator, `d²/2 - d P d`, for density matrix `P`. -/
def dseFock (P d : Matrix n n ℂ) : Matrix n n ℂ := (1 / 2 : ℂ) • (d * d) - d * P * d
```

The corresponding energy is $E(P,d)=\tfrac12[\mathrm{tr}(d^2P)-\mathrm{tr}(dPdP)]$, half the variance of the total dipole in a Slater determinant. This is the self-energy left in the coherent-state mean field, where the squared mean dipole cancels.

```lean
/-- The mean-field dipole self-energy beyond the squared mean dipole,
`(tr(d²P) - tr(dPdP))/2`. -/
def dseEnergy (P d : Matrix n n ℂ) : ℂ :=
  (1 / 2) * ((d * d * P).trace - (d * P * d * P).trace)
```

Since $\tfrac12(d+c)^2-\tfrac12d^2=cd+\tfrac12c^2$, call this change $W$.

```lean
/-- The operator `W = c d + c²/2` by which `d²/2` changes when the origin is displaced. -/
def shiftOp (d : Matrix n n ℂ) (c : ℝ) : Matrix n n ℂ :=
  (c : ℂ) • d + ((c : ℂ) ^ 2 / 2) • 1
```

For an orbital $v$, write $\langle A\rangle_v=v^\dagger Av$. It is an orbital energy contribution when $v$ is a normalised eigenvector of the full Fock operator.

```lean
/-- The expectation value `⟨v|A|v⟩` of a one-electron operator in the orbital `v`. -/
def level (A : Matrix n n ℂ) (v : n → ℂ) : ℂ := star v ⬝ᵥ A *ᵥ v
```

To see that $F$ belongs to $E$, replace $P$ by $P+tX$. The exchange cross terms $\mathrm{tr}(dPdX)$ and $\mathrm{tr}(dXdP)$ agree by cyclicity, so

$$E(P+tX,d)=E(P,d)+t\,\mathrm{tr}(FX)-\tfrac{t^2}{2}\mathrm{tr}(dXdX).$$

In the proof, `h` is the cyclicity step and `ring` collects the scalars.

```lean
omit [DecidableEq n] in
/-- Under a variation `t X` of the density matrix the self-energy changes to first order by
`t tr(F X)`, with `F` the self-energy Fock operator, and the only other term is quadratic. -/
theorem dseEnergy_variation (P X d : Matrix n n ℂ) (t : ℂ) :
    dseEnergy (P + t • X) d = dseEnergy P d + t * (dseFock P d * X).trace
      - t ^ 2 / 2 * (d * X * d * X).trace := by
  -- the two cross terms of the exchange energy agree by cyclicity
  have h : (d * X * d * P).trace = (d * P * d * X).trace := by
    rw [mul_assoc (d * X) d P, Matrix.trace_mul_comm, ← mul_assoc]
  simp only [dseEnergy, dseFock, add_mul, mul_add, sub_mul, smul_mul_assoc, mul_smul_comm,
    smul_add, Matrix.trace_add, Matrix.trace_sub, Matrix.trace_smul, smul_eq_mul, h]
  ring
```

## Opposite shifts in the two orbital spaces

Put $Q=1-P$. Expanding the definition gives

$$F(d+c)-F(d)=cd+\tfrac12c^2-c(dP+Pd)-c^2P=W-PW-WP.$$

Expanding $QWQ-PWP$ gives the same expression, because its two $PWP$ terms cancel. The hypothesis `hP`, $P^2=P$, makes $P$ and $Q$ projectors onto the occupied and virtual spaces.

```lean
/-- Displacing the origin changes the self-energy Fock operator by `Q W Q - P W P`, where
`Q = 1 - P` and `W = c d + c²/2`. -/
theorem dseFock_shift (P d : Matrix n n ℂ) (c : ℝ) (hP : P * P = P) :
    dseFock P (shift d c) - dseFock P d
      = (1 - P) * shiftOp d c * (1 - P) - P * shiftOp d c * P := by
  simp only [dseFock, shift, shiftOp, add_mul, mul_add, sub_mul, mul_sub, smul_mul_assoc,
    mul_smul_comm, one_mul, mul_one, smul_add, smul_sub, hP]
  module
```

The proof turns on the tactic `module`. It proves equalities between linear combinations by comparing scalar coefficients, and treats products such as `d * P` as indivisible vectors. It therefore never assumes that matrices commute, but it can't expand products either. The preceding `simp only` does that, leaving `module` the factors of $c$ and $\tfrac12$.

## Energy and stationarity

With $P^2=P$ and cyclicity, both traces in $E$ grow by the same amount:

$$2c\,\mathrm{tr}(dP)+c^2\,\mathrm{tr}P.$$

They cancel in the difference. Lemmas `h1` and `h2` reduce the two mixed exchange terms to $\mathrm{tr}(dP)$.

```lean
/-- For an idempotent density matrix, the mean-field dipole self-energy does not depend on the
origin. -/
theorem dseEnergy_shift (P d : Matrix n n ℂ) (c : ℝ) (hP : P * P = P) :
    dseEnergy P (shift d c) = dseEnergy P d := by
  have h1 : d * P * P = d * P := by rw [mul_assoc, hP]
  have h2 : (P * d * P).trace = (d * P).trace := by
    rw [Matrix.trace_mul_comm (P * d) P, ← mul_assoc, hP, Matrix.trace_mul_comm P d]
  simp only [dseEnergy, shift, add_mul, mul_add, smul_mul_assoc, mul_smul_comm, one_mul,
    mul_one, smul_add, h1, hP, Matrix.trace_add, Matrix.trace_smul, smul_eq_mul, h2]
  ring
```

Let $G$ be the rest of the Fock operator, independent of the origin. Since $PQ=QP=0$, the change $\Delta=QWQ-PWP$ satisfies $\Delta P=-PWP=P\Delta$. Hence $[G+F(d+c),P]=[G+F(d),P]$, and a stationary $P$ remains stationary. The code proves $\Delta P=P\Delta$ as `hcomm` and the equality of commutators as `e`.

```lean
/-- For idempotent `P` and any origin-independent part `G` of the Fock operator, the
self-consistency condition that the Fock operator commutes with `P` holds for one origin exactly
when it holds for another. -/
theorem stationary_shift_iff (G P d : Matrix n n ℂ) (c : ℝ) (hP : P * P = P) :
    (G + dseFock P (shift d c)) * P = P * (G + dseFock P (shift d c)) ↔
      (G + dseFock P d) * P = P * (G + dseFock P d) := by
  have hQP : (1 - P) * P = 0 := by rw [sub_mul, one_mul, hP, sub_self]
  have hPQ : P * (1 - P) = 0 := by rw [mul_sub, mul_one, hP, sub_self]
  -- the change of the Fock operator is block diagonal, so it commutes with `P`
  have hcomm : (dseFock P (shift d c) - dseFock P d) * P
      = P * (dseFock P (shift d c) - dseFock P d) := by
    rw [dseFock_shift P d c hP]
    have hr : ((1 - P) * shiftOp d c * (1 - P) - P * shiftOp d c * P) * P
        = -(P * shiftOp d c * P) := by
      rw [sub_mul, mul_assoc _ (1 - P) P, hQP, mul_zero, mul_assoc _ P P, hP, zero_sub]
    have hl : P * ((1 - P) * shiftOp d c * (1 - P) - P * shiftOp d c * P)
        = -(P * shiftOp d c * P) := by
      rw [mul_sub]
      simp only [← mul_assoc, hPQ, hP, zero_mul, zero_sub]
    rw [hr, hl]
  have e : (G + dseFock P (shift d c)) * P - P * (G + dseFock P (shift d c))
      = (G + dseFock P d) * P - P * (G + dseFock P d) := by
    have h : (G + dseFock P (shift d c)) * P - P * (G + dseFock P (shift d c))
        = (G + dseFock P d) * P - P * (G + dseFock P d)
          + ((dseFock P (shift d c) - dseFock P d) * P
            - P * (dseFock P (shift d c) - dseFock P d)) := by noncomm_ring
    rw [h, hcomm, sub_self, add_zero]
  constructor
  · intro h
    exact sub_eq_zero.mp (e.symm.trans (sub_eq_zero.mpr h))
  · intro h
    exact sub_eq_zero.mp (e.trans (sub_eq_zero.mpr h))
```

## Shifts of individual orbitals

If $P$ is also Hermitian, $\langle PWP\rangle_v=\langle W\rangle_{Pv}$, and likewise for $Q$. This is `sandwich` in the proof, and it gives

$$\langle F(d+c)\rangle_v-\langle F(d)\rangle_v=\langle W\rangle_{Qv}-\langle W\rangle_{Pv}.$$

```lean
/-- The change of an orbital's self-energy expectation value is that of `W` in its virtual
component minus that of `W` in its occupied component. -/
theorem level_shift (P d : Matrix n n ℂ) (c : ℝ) (v : n → ℂ) (hP : P * P = P)
    (hH : P.IsHermitian) :
    level (dseFock P (shift d c)) v - level (dseFock P d) v
      = level (shiftOp d c) ((1 - P) *ᵥ v) - level (shiftOp d c) (P *ᵥ v) := by
  have sandwich : ∀ A W : Matrix n n ℂ, Aᴴ = A →
      level (A * W * A) v = level W (A *ᵥ v) := by
    intro A W hA
    unfold level
    rw [Matrix.star_mulVec, hA, ← Matrix.mulVec_mulVec, ← Matrix.mulVec_mulVec,
      Matrix.dotProduct_mulVec (star v) A]
  have hQ : (1 - P)ᴴ = 1 - P := by
    rw [Matrix.conjTranspose_sub, Matrix.conjTranspose_one, hH.eq]
  have hsub : ∀ A B : Matrix n n ℂ, level (A - B) v = level A v - level B v := by
    intro A B
    simp only [level, Matrix.sub_mulVec, dotProduct_sub]
  rw [← hsub, dseFock_shift P d c hP, hsub, sandwich _ _ hQ, sandwich _ _ hH.eq]
```

For normalised $v$, $\langle W\rangle_v=c\langle d\rangle_v+\tfrac12c^2$.

```lean
/-- The expectation value of `W` in a normalised orbital is `c⟨d⟩ + c²/2`. -/
theorem level_shiftOp (d : Matrix n n ℂ) (c : ℝ) (v : n → ℂ) (hv : star v ⬝ᵥ v = 1) :
    level (shiftOp d c) v = c * level d v + (c : ℂ) ^ 2 / 2 := by
  simp only [level, shiftOp, Matrix.add_mulVec, Matrix.smul_mulVec, Matrix.one_mulVec,
    dotProduct_add, dotProduct_smul, smul_eq_mul, hv, mul_one]
```

An occupied orbital has $Pv=v$ and $Qv=0$, so its value changes by $-(c\langle d\rangle_v+\tfrac12c^2)$. A virtual orbital has $Pv=0$ and $Qv=v$, so the sign is reversed. These are expectation values in a fixed orbital; canonical orbitals may also mix within each space.

```lean
/-- Displacing the origin changes the self-energy expectation value of a normalised occupied
orbital by `-(c⟨d⟩ + c²/2)`, and that of a normalised virtual orbital by `+(c⟨d⟩ + c²/2)`. -/
theorem orbital_energy_shift (P d : Matrix n n ℂ) (c : ℝ) (v : n → ℂ) (hP : P * P = P)
    (hH : P.IsHermitian) (hv : star v ⬝ᵥ v = 1) :
    (P *ᵥ v = v → level (dseFock P (shift d c)) v - level (dseFock P d) v
      = -(c * level d v + (c : ℂ) ^ 2 / 2)) ∧
    (P *ᵥ v = 0 → level (dseFock P (shift d c)) v - level (dseFock P d) v
      = c * level d v + (c : ℂ) ^ 2 / 2) := by
  have h0 : level (shiftOp d c) (0 : n → ℂ) = 0 := by
    simp only [level, Matrix.mulVec_zero, dotProduct_zero]
  constructor <;> intro h
  · rw [level_shift P d c v hP hH, Matrix.sub_mulVec, Matrix.one_mulVec, h, sub_self, h0,
      level_shiftOp d c v hv, zero_sub]
  · rw [level_shift P d c v hP hH, Matrix.sub_mulVec, Matrix.one_mulVec, h, sub_zero, h0,
      level_shiftOp d c v hv, sub_zero]
```

The occupied value is unchanged exactly when $c(c+2\langle d\rangle_v)=0$, that is, when $c=0$ or $c=-2\langle d\rangle_v$.

```lean
/-- The self-energy expectation value of a normalised occupied orbital is unchanged by the
displacement exactly when `c = 0` or `c = -2⟨d⟩`. -/
theorem occupied_unchanged_iff (P d : Matrix n n ℂ) (c : ℝ) (v : n → ℂ) (hP : P * P = P)
    (hH : P.IsHermitian) (hv : star v ⬝ᵥ v = 1) (hocc : P *ᵥ v = v) :
    level (dseFock P (shift d c)) v = level (dseFock P d) v ↔
      c = 0 ∨ (c : ℂ) = -2 * level d v := by
  have k := (orbital_energy_shift P d c v hP hH hv).1 hocc
  constructor
  · intro h
    have hz : (c : ℂ) * (c + 2 * level d v) = 0 := by linear_combination 2 * k - 2 * h
    rcases mul_eq_zero.mp hz with h1 | h1
    · left
      exact_mod_cast h1
    · right
      linear_combination h1
  · rintro (h | h)
    · have h1 : (c : ℂ) = 0 := by exact_mod_cast h
      linear_combination k - (level d v + (c : ℂ) / 2) * h1
    · linear_combination k - ((c : ℂ) / 2) * h
```

## Two levels with a transition dipole

Occupy the first of two orbitals.

```lean
/-- Density matrix of a two-level model with the first orbital occupied. -/
def pTwo : Matrix (Fin 2) (Fin 2) ℂ := !![1, 0; 0, 0]
```

Give them a unit transition dipole and no permanent dipoles.

```lean
/-- Dipole matrix of a two-level model with a unit transition dipole only. -/
def dTwo : Matrix (Fin 2) (Fin 2) ℂ := !![0, 1; 1, 0]
```

Then

$$d+c=\begin{pmatrix}c&1\\1&c\end{pmatrix},\qquad F(d+c)=\begin{pmatrix}\tfrac12(1-c^2)&0\\0&\tfrac12(c^2-1)\end{pmatrix}.$$

The self-energy levels cross at $|c|=1$. The proof checks the matrices entry by entry.

```lean
/-- In the two-level model `P` is a Hermitian projection, `d` is Hermitian, and the self-energy Fock
operator after a displacement by `c` is diagonal with occupied entry `(1 - c²)/2` and virtual entry
`(c² - 1)/2`. -/
theorem twoLevel_witness :
    pTwo.IsHermitian ∧ pTwo * pTwo = pTwo ∧ dTwo.IsHermitian ∧
      ∀ c : ℝ, dseFock pTwo (shift dTwo c)
        = !![(1 - (c : ℂ) ^ 2) / 2, 0; 0, ((c : ℂ) ^ 2 - 1) / 2] := by
  refine ⟨?_, ?_, ?_, ?_⟩
  · exact Matrix.IsHermitian.ext fun i j => by fin_cases i <;> fin_cases j <;> simp [pTwo]
  · ext i j
    fin_cases i <;> fin_cases j <;> simp [pTwo, Matrix.mul_apply, Fin.sum_univ_succ]
  · exact Matrix.IsHermitian.ext fun i j => by fin_cases i <;> fin_cases j <;> simp [dTwo]
  · intro c
    -- write the displaced dipole matrix out explicitly
    have hs : shift dTwo c = !![(c : ℂ), 1; 1, (c : ℂ)] := by
      rw [shift, dTwo, Matrix.one_fin_two]
      ext i j
      fin_cases i <;> fin_cases j <;> simp
    rw [hs]
    ext i j
    fin_cases i <;> fin_cases j <;>
      simp [dseFock, pTwo] <;> ring

end

end QEDHartreeFockOrigin
```

In this finite-basis mean-field model, two runs on the same molecule can therefore differ in their orbital energies, and in the gaps between occupied and virtual levels, through the choice of origin alone.

```lean
#print axioms QEDHartreeFockOrigin.dseEnergy_variation
#print axioms QEDHartreeFockOrigin.dseEnergy_shift
#print axioms QEDHartreeFockOrigin.stationary_shift_iff
#print axioms QEDHartreeFockOrigin.occupied_unchanged_iff
```

```
'QEDHartreeFockOrigin.dseEnergy_variation' depends on axioms: [propext, Classical.choice, Quot.sound]
'QEDHartreeFockOrigin.dseEnergy_shift' depends on axioms: [propext, Classical.choice, Quot.sound]
'QEDHartreeFockOrigin.stationary_shift_iff' depends on axioms: [propext, Classical.choice, Quot.sound]
'QEDHartreeFockOrigin.occupied_unchanged_iff' depends on axioms: [propext, Classical.choice, Quot.sound]
```
